# A small free-energy excess bounds the error of every population average on a finite spectrum at positive temperature

## My trial populations are within ε of the exact free energy: how good are my averages?

In a finite-temperature calculation I adjust the populations $p_i$ of a finite set of energy eigenstates, with energies $E_i$, so as to lower the trial free energy (mean energy minus temperature times entropy). I stop when it lies within a tolerance $\varepsilon$ of the exact free energy $F$, which I can compute for small models, and I then report averages $\sum_i p_i A_i$ of some quantity $A$ as if they were thermal averages. I have been told that this step is justified by Pinsker's inequality, and that at inverse temperature $b$ the error is at most $(\max A-\min A)\sqrt{b\varepsilon/2}$. I would like to see the derivation in full, including states with zero population, and I would like a machine-checked version whose assumptions I can read.

## The bound holds for any normalised populations and any observable given by one number per state

The claim is correct for a finite, nonempty set of states, $b>0$, and a trial state described by populations $p_i\ge 0$ with $\sum_i p_i=1$. The argument converts the excess into a relative entropy, bounds that from below state by state, and finishes with Cauchy–Schwarz.

### From the excess to the error in six steps

Let $b=1/(k_BT)$, and define
$$Z=\sum_i e^{-bE_i},\qquad q_i=\frac{e^{-bE_i}}{Z},\qquad F=-\frac1b\ln Z,$$
$$\mathcal F[p]=\sum_i p_iE_i+\frac1b\sum_i p_i\ln p_i,\qquad \langle A\rangle_p=\sum_i p_iA_i .$$
Write $M=\max_i A_i$, $m=\min_i A_i$, $R=M-m$ and $\Delta=\langle A\rangle_p-\langle A\rangle_q$.

**1. The excess is a relative entropy.** Since $\ln q_i=-bE_i-\ln Z$ and $\sum_i p_i=1$,
$$D:=\sum_i p_i(\ln p_i-\ln q_i)=\sum_i p_i\ln p_i+b\sum_i p_iE_i+\ln Z=b\,(\mathcal F[p]-F).$$

**2. A rational lower bound on the logarithm.** For $x>0$ put
$$g(x)=\ln x-\frac{(x-1)(5x+1)}{2x(x+2)} .$$
The numerator has derivative $10x-4$ and the denominator $4x+4$, so the quotient rule gives $(7x^2+x+1)/(x^2(x+2)^2)$ for the fraction. Then
$$g'(x)=\frac{x(x+2)^2-(7x^2+x+1)}{x^2(x+2)^2}=\frac{(x-1)^3}{x^2(x+2)^2}.$$
Thus $g$ decreases for $x<1$, increases for $x>1$, and $g(1)=0$, so $g\ge0$. Equivalently, $2x(x+2)\ln x\ge(x-1)(5x+1)$.

**3. One state.** For numbers $p\ge0$, $q>0$ and $w=(p+2q)/3$,
$$\frac{(p-q)^2}{w}\le 2\,\bigl[p(\ln p-\ln q)-p+q\bigr].$$
If $p=0$ this reads $3q/2\le 2q$. If $p>0$, set $p=xq$, multiply by $3w$ and divide by $q^2$; the claim becomes $3(x-1)^2\le 2(x+2)(x\ln x-x+1)$. By step 2 the right side is at least $(x-1)(5x+1)-2(x+2)(x-1)=3(x-1)^2$.

**4. Sum over states.** With $w_i=(p_i+2q_i)/3$, the terms $-p_i+q_i$ cancel in the sum because both vectors are normalised:
$$\sum_i\frac{(p_i-q_i)^2}{w_i}\le 2D .$$
The left side is nonnegative, so $\mathcal F[p]\ge F$ comes out along the way.

**5. Cauchy–Schwarz.** For any real $c$, normalisation gives $\Delta=\sum_i(p_i-q_i)(A_i-c)$. Split each term as $\frac{p_i-q_i}{\sqrt{w_i}}\cdot\sqrt{w_i}\,(A_i-c)$, which is allowed since $w_i>0$. Then
$$\Delta^2\le 2b\,(\mathcal F[p]-F)\sum_i w_i(A_i-c)^2 .$$

**6. The midpoint.** Take $c=(M+m)/2$. Then $R^2/4-(A_i-c)^2=(M-A_i)(A_i-m)\ge0$, and $\sum_i w_i=1$, so the last sum is at most $R^2/4$. With $\mathcal F[p]-F\le\varepsilon$ this gives $\Delta^2\le R^2\,b\varepsilon/2$, and
$$|\langle A\rangle_p-\langle A\rangle_q|\le R\sqrt{b\varepsilon/2}.$$

Pinsker's inequality bounds the total-variation distance between $p$ and $q$ by $\sqrt{D/2}$, and $|\Delta|$ is at most $R$ times that distance, which is the route you were told about. The file below never introduces that distance. It proves the inequality of step 5, which contains the second moment of $A$ about $c$ where Pinsker's route has only the range, and gets the same final constant from it.

### The Lean file

```lean
import Mathlib

open Finset Real

namespace ObservableErrorFreeEnergy

noncomputable section

variable {ι : Type*} [Fintype ι]

/-- Partition function `Z = ∑ exp (-b E_i)`. -/
def partition (b : ℝ) (E : ι → ℝ) : ℝ := ∑ i, exp (-b * E i)

/-- Gibbs weights `q_i = exp (-b E_i) / Z`. -/
def gibbs (b : ℝ) (E : ι → ℝ) (i : ι) : ℝ := exp (-b * E i) / partition b E

/-- Equilibrium free energy `F = -(1/b) ln Z`. -/
def freeEnergy (b : ℝ) (E : ι → ℝ) : ℝ := -(1 / b) * log (partition b E)

/-- Free-energy functional `∑ p_i E_i + (1/b) ∑ p_i ln p_i` of populations `p`. -/
def functional (b : ℝ) (E p : ι → ℝ) : ℝ := ∑ i, p i * E i + (1 / b) * ∑ i, p i * log (p i)

/-- Average `⟨A⟩_p = ∑ p_i A_i` of an observable. -/
def mean (p A : ι → ℝ) : ℝ := ∑ i, p i * A i

/-- Spread `max A - min A` of an observable over the levels. -/
def spread [Nonempty ι] (A : ι → ℝ) : ℝ :=
  univ.sup' univ_nonempty A - univ.inf' univ_nonempty A

/-- The gap `ln y - (y-1)(5y+1) / (2y(y+2))`. -/
def logGap (y : ℝ) : ℝ := log y - (y - 1) * (5 * y + 1) / (2 * (y * (y + 2)))

/-- The gap is nonnegative for positive argument. -/
theorem logGap_nonneg {x : ℝ} (hx : 0 < x) : 0 ≤ logGap x := by
  have hd : ∀ y : ℝ, 0 < y →
      HasDerivAt logGap ((y - 1) ^ 3 / (y ^ 2 * (y + 2) ^ 2)) y := by
    intro y hy
    have hi := hasDerivAt_id' y
    have hn : HasDerivAt (fun y : ℝ => (y - 1) * (5 * y + 1)) (10 * y - 4) y :=
      ((hi.sub_const 1).fun_mul ((hi.const_mul 5).add_const 1)).congr_deriv (by ring)
    have hD : HasDerivAt (fun y : ℝ => 2 * (y * (y + 2))) (4 * y + 4) y :=
      ((hi.fun_mul (hi.add_const 2)).const_mul 2).congr_deriv (by ring)
    have h2 : y + 2 ≠ 0 := by positivity
    have h0 : y ≠ 0 := hy.ne'
    change HasDerivAt
      (fun y : ℝ => log y - (y - 1) * (5 * y + 1) / (2 * (y * (y + 2)))) _ y
    refine ((Real.hasDerivAt_log h0).fun_sub (hn.fun_div hD (by positivity))).congr_deriv ?_
    field_simp
    ring
  -- mean value theorem between `x` and `1`, where the gap vanishes
  have hm : ∀ a b : ℝ, 0 < a → a < b → ∃ c, a < c ∧ c < b ∧
      (c - 1) ^ 3 / (c ^ 2 * (c + 2) ^ 2) * (b - a) = logGap b - logGap a := by
    intro a b ha hab
    obtain ⟨c, hc, h⟩ := exists_hasDerivAt_eq_slope logGap
      (fun y => (y - 1) ^ 3 / (y ^ 2 * (y + 2) ^ 2)) hab
      (fun y hy => (hd y (lt_of_lt_of_le ha hy.1)).continuousAt.continuousWithinAt)
      (fun y hy => hd y (ha.trans hy.1))
    exact ⟨c, hc.1, hc.2, (eq_div_iff (sub_pos.2 hab).ne').1 h⟩
  have h1 : logGap 1 = 0 := by simp [logGap]
  rcases lt_trichotomy x 1 with h | h | h
  · obtain ⟨c, _, hc2, hc⟩ := hm x 1 hx h
    have hneg : (c - 1) ^ 3 / (c ^ 2 * (c + 2) ^ 2) ≤ 0 :=
      div_nonpos_of_nonpos_of_nonneg
        (by nlinarith [mul_nonneg (sq_nonneg (c - 1)) (sub_pos.2 hc2).le]) (by positivity)
    have := mul_nonneg (neg_nonneg.2 hneg) (sub_pos.2 h).le
    rw [neg_mul, hc, h1] at this
    linarith
  · rw [h, h1]
  · obtain ⟨c, hc1, _, hc⟩ := hm 1 x one_pos h
    have hpos : 0 ≤ (c - 1) ^ 3 / (c ^ 2 * (c + 2) ^ 2) :=
      div_nonneg (pow_nonneg (sub_pos.2 hc1).le 3) (by positivity)
    have := mul_nonneg hpos (sub_pos.2 h).le
    rw [hc, h1] at this
    linarith

/-- For one level, `(p-q)²/((p+2q)/3)` is at most twice `p (ln p - ln q) - p + q`. -/
theorem level_bound {p q : ℝ} (hp : 0 ≤ p) (hq : 0 < q) :
    (p - q) ^ 2 / ((p + 2 * q) / 3) ≤ 2 * (p * (log p - log q) - p + q) := by
  rw [div_le_iff₀ (by positivity)]
  rcases hp.eq_or_lt with h | h
  · subst h
    nlinarith [sq_nonneg q]
  · obtain ⟨x, rfl⟩ : ∃ x, p = x * q := ⟨p / q, by field_simp⟩
    have hx : 0 < x := by
      by_contra hx
      nlinarith [mul_nonneg (neg_nonneg.2 (not_lt.1 hx)) hq.le]
    have hg := logGap_nonneg hx
    unfold logGap at hg
    rw [sub_nonneg, div_le_iff₀ (by positivity)] at hg
    rw [Real.log_mul hx.ne' hq.ne']
    nlinarith [mul_le_mul_of_nonneg_left hg (sq_nonneg q)]

variable [Nonempty ι]

/-- The Gibbs weights are strictly positive, sum to one, and `ln q_i = -b E_i - ln Z`. -/
theorem gibbs_basic (b : ℝ) (E : ι → ℝ) :
    (∀ i, 0 < gibbs b E i) ∧ ∑ i, gibbs b E i = 1 ∧
      ∀ i, log (gibbs b E i) = -b * E i - log (partition b E) := by
  have hZ : 0 < partition b E := sum_pos (fun i _ => exp_pos _) univ_nonempty
  refine ⟨fun i => div_pos (exp_pos _) hZ, ?_, fun i => ?_⟩
  · unfold gibbs
    rw [← sum_div]
    exact div_self hZ.ne'
  · unfold gibbs
    rw [Real.log_div (exp_pos _).ne' hZ.ne', log_exp]

/-- For normalised `p`, `b` times the free-energy excess is the relative entropy
`∑ p_i (ln p_i - ln q_i)` with respect to the Gibbs weights. -/
theorem excess_eq {b : ℝ} (hb : 0 < b) (E p : ι → ℝ) (h1 : ∑ i, p i = 1) :
    b * (functional b E p - freeEnergy b E)
      = ∑ i, p i * (log (p i) - log (gibbs b E i)) := by
  have h : ∑ i, p i * (log (p i) - log (gibbs b E i))
      = ∑ i, p i * log (p i) + b * ∑ i, p i * E i + (∑ i, p i) * log (partition b E) := by
    simp only [mul_sum, sum_mul, ← sum_add_distrib]
    exact sum_congr rfl fun i _ => by rw [(gibbs_basic b E).2.2 i]; ring
  have hb' : b * (1 / b) = 1 := mul_one_div_cancel hb.ne'
  rw [h, h1]
  unfold functional freeEnergy
  linear_combination (∑ i, p i * log (p i) + log (partition b E)) * hb'

/-- The squared population deviations, divided by the mixture weights `(p+2q)/3` and summed,
are at most `2b` times the free-energy excess. -/
theorem deviation_le_excess {b : ℝ} (hb : 0 < b) (E p : ι → ℝ) (hp : ∀ i, 0 ≤ p i)
    (h1 : ∑ i, p i = 1) :
    ∑ i, (p i - gibbs b E i) ^ 2 / ((p i + 2 * gibbs b E i) / 3)
      ≤ 2 * (b * (functional b E p - freeEnergy b E)) := by
  obtain ⟨hq, hs, -⟩ := gibbs_basic b E
  refine (sum_le_sum fun i _ => level_bound (hp i) (hq i)).trans (le_of_eq ?_)
  rw [← mul_sum, sum_add_distrib, sum_sub_distrib, h1, hs, excess_eq hb E p h1]
  ring

/-- The squared error of `⟨A⟩` is at most `2b` times the excess times the second moment of `A`
about any reference value `c` in the mixture `(p+2q)/3`. -/
theorem sq_error_le_moment {b : ℝ} (hb : 0 < b) (E p A : ι → ℝ) (hp : ∀ i, 0 ≤ p i)
    (h1 : ∑ i, p i = 1) (c : ℝ) :
    (mean p A - mean (gibbs b E) A) ^ 2 ≤ 2 * (b * (functional b E p - freeEnergy b E))
      * ∑ i, (p i + 2 * gibbs b E i) / 3 * (A i - c) ^ 2 := by
  obtain ⟨hq, hs, -⟩ := gibbs_basic b E
  have hw : ∀ i, 0 < (p i + 2 * gibbs b E i) / 3 := fun i => by
    have := hp i; have := hq i; positivity
  -- both states are normalised, so `A` may be shifted by `c`
  have hΔ : mean p A - mean (gibbs b E) A = ∑ i, (p i - gibbs b E i) * (A i - c) := by
    have : ∑ i, (p i - gibbs b E i) * (A i - c) = ∑ i, p i * A i - ∑ i, gibbs b E i * A i
        - (∑ i, p i) * c + (∑ i, gibbs b E i) * c := by
      simp only [sum_mul, ← sum_sub_distrib, ← sum_add_distrib]
      exact sum_congr rfl fun i _ => by ring
    rw [this, h1, hs]
    unfold mean
    ring
  have hcs := Finset.sum_mul_sq_le_sq_mul_sq univ
    (fun i => (p i - gibbs b E i) / sqrt ((p i + 2 * gibbs b E i) / 3))
    (fun i => sqrt ((p i + 2 * gibbs b E i) / 3) * (A i - c))
  simp only [div_pow, mul_pow, fun i => sq_sqrt (hw i).le, ← mul_assoc,
    fun i => div_mul_cancel₀ (p i - gibbs b E i) (sqrt_pos.2 (hw i)).ne'] at hcs
  rw [hΔ]
  exact hcs.trans (mul_le_mul_of_nonneg_right (deviation_le_excess hb E p hp h1)
    (sum_nonneg fun i _ => mul_nonneg (hw i).le (sq_nonneg _)))

/-- If the functional of `p` is at most `F + ε`, the average of any observable differs from
the thermal one by at most `(max A - min A) √(b ε / 2)`. -/
theorem observable_error {b ε : ℝ} (hb : 0 < b) (E p A : ι → ℝ) (hp : ∀ i, 0 ≤ p i)
    (h1 : ∑ i, p i = 1) (hε : functional b E p ≤ freeEnergy b E + ε) :
    |mean p A - mean (gibbs b E) A| ≤ spread A * sqrt (b * ε / 2) := by
  obtain ⟨hq, hs, -⟩ := gibbs_basic b E
  have hw : ∀ i, 0 ≤ (p i + 2 * gibbs b E i) / 3 := fun i => by
    have := hp i; have := hq i; positivity
  have hM : ∀ i, A i ≤ univ.sup' univ_nonempty A := fun i => le_sup' A (mem_univ i)
  have hm : ∀ i, univ.inf' univ_nonempty A ≤ A i := fun i => inf'_le A (mem_univ i)
  have hR : 0 ≤ spread A := by
    obtain ⟨i⟩ := ‹Nonempty ι›
    exact sub_nonneg.2 ((hm i).trans (hM i))
  have hX : 0 ≤ 2 * (b * (functional b E p - freeEnergy b E)) :=
    (sum_nonneg fun i _ => div_nonneg (sq_nonneg _) (hw i)).trans
      (deviation_le_excess hb E p hp h1)
  -- take the midpoint of the range as reference value
  have hmom : ∑ i, (p i + 2 * gibbs b E i) / 3 *
      (A i - (univ.sup' univ_nonempty A + univ.inf' univ_nonempty A) / 2) ^ 2
      ≤ spread A ^ 2 / 4 := by
    refine (sum_le_sum fun i _ => mul_le_mul_of_nonneg_left
      (?_ : _ ≤ spread A ^ 2 / 4) (hw i)).trans (le_of_eq ?_)
    · unfold spread
      nlinarith [mul_nonneg (sub_nonneg.2 (hM i)) (sub_nonneg.2 (hm i))]
    · rw [← sum_mul, ← sum_div, sum_add_distrib, ← mul_sum, h1, hs]
      ring
  have h := (sq_error_le_moment hb E p A hp h1 _).trans (mul_le_mul_of_nonneg_left hmom hX)
  have hb2 : b * (functional b E p - freeEnergy b E) ≤ b * ε :=
    mul_le_mul_of_nonneg_left (by linarith) hb.le
  rw [← sqrt_sq hR, ← Real.sqrt_mul (sq_nonneg _)]
  apply Real.abs_le_sqrt
  nlinarith [mul_le_mul_of_nonneg_left hb2 (sq_nonneg (spread A))]

/-- If the functional of `p` does not exceed `F`, every average equals the thermal average. -/
theorem mean_eq_of_le {b : ℝ} (hb : 0 < b) (E p A : ι → ℝ) (hp : ∀ i, 0 ≤ p i)
    (h1 : ∑ i, p i = 1) (h : functional b E p ≤ freeEnergy b E) :
    mean p A = mean (gibbs b E) A := by
  have h0 := observable_error (ε := 0) hb E p A hp h1 (by linarith)
  rw [mul_zero, zero_div, sqrt_zero, mul_zero, abs_nonpos_iff] at h0
  exact sub_eq_zero.1 h0

end

end ObservableErrorFreeEnergy
```

```lean
#print axioms ObservableErrorFreeEnergy.deviation_le_excess
-- 'ObservableErrorFreeEnergy.deviation_le_excess' depends on axioms: [propext, Classical.choice, Quot.sound]
#print axioms ObservableErrorFreeEnergy.mean_eq_of_le
-- 'ObservableErrorFreeEnergy.mean_eq_of_le' depends on axioms: [propext, Classical.choice, Quot.sound]
```

### How the Lean objects correspond to the physical model

The type `ι` labels the states; it is finite and, from `variable [Nonempty ι]` on, has at least one element, so that $Z>0$ and the maximum and minimum of $A$ are defined. A degenerate level is several labels with the same value of `E`. The definitions `partition`, `gibbs`, `freeEnergy`, `functional` and `mean` are $Z$, $q_i$, $F$, $\mathcal F[p]$ and $\langle A\rangle_p$. In `spread`, `univ.sup' univ_nonempty A` is $M$ and `univ.inf' univ_nonempty A` is $m$. An empty state contributes `p i * log (p i)` with `p i = 0`; Lean sets `log 0` to zero, and the product vanishes, which is the usual convention $0\ln0=0$.

The theorem `observable_error` says: for real `b` and `ε`, and real functions `E`, `p`, `A` on the states, if `0 < b`, `∀ i, 0 ≤ p i`, `∑ i, p i = 1` and `functional b E p ≤ freeEnergy b E + ε`, then `|mean p A - mean (gibbs b E) A| ≤ spread A * sqrt (b * ε / 2)`. The condition `0 < b` is a positive, finite temperature. The number `ε` is an energy, the allowed distance above the exact $F$, and $b\varepsilon$ is that distance in units of $k_BT$. The hypothesis `hε` is assumed, so using the theorem requires knowing $F$ or a lower bound on it; a small change of the functional between two iterations does not by itself establish `hε`. No sign is imposed on `ε`; by step 4 a negative value leaves no nonnegative, normalised `p` that satisfies `hε`. The same conditions on `b` and `p` (`0 < b`, `∀ i, 0 ≤ p i`, `∑ i, p i = 1`) are assumed in `deviation_le_excess`, `sq_error_le_moment` and `mean_eq_of_le`, whose docstrings do not repeat them.

The theorem `sq_error_le_moment` is step 5 for every `c`. Its sum is one third of the second moment of $A$ about $c$ in $p$ plus two thirds of that in $q$, so it can be far smaller than $R^2/4$ when both states concentrate where $A$ hardly varies.

In quantum terms, `p` is a density matrix diagonal in a chosen energy eigenbasis of a finite-dimensional Hamiltonian, and `A i` is the diagonal matrix element of the observable in state $i$. The result therefore turns a known upper bound on the free-energy excess into an error bar on averages for finite models whose trial states are populations of exact eigenstates. Trial density matrices with coherences between eigenstates, infinite spectra and the limit of zero temperature are not treated. The bound says something only when $b\varepsilon<2$, since $|\Delta|\le R$ holds for any two probability vectors.

### The lemmas against the six steps

`gibbs_basic` collects $q_i>0$, $\sum_i q_i=1$ and $\ln q_i=-bE_i-\ln Z$, for any real `b`. `excess_eq` is step 1: `h` substitutes $\ln q_i$ term by term, and `linear_combination` supplies the one cancellation needed, $b\cdot(1/b)=1$.

`logGap` is $g$ and `logGap_nonneg` is step 2, described below. `level_bound` is step 3. It multiplies out the denominator with `div_le_iff₀` and splits on `p`. For $p=0$ what remains is $q^2\le 4q^2/3$. For $p>0$ it writes `p = x * q`, reduces $\ln(xq)-\ln q$ to $\ln x$ with `Real.log_mul`, and gives `nlinarith` the inequality of step 2 multiplied by $q^2$.

`deviation_le_excess` is step 4: `sum_le_sum` applies `level_bound` to each state, and the two normalisations `h1` and `hs` remove $-\sum p_i+\sum q_i$. In `sq_error_le_moment`, `hΔ` is the shift by $c$, and `hcs` is `Finset.sum_mul_sq_le_sq_mul_sq`, the inequality $(\sum u_iv_i)^2\le\sum u_i^2\sum v_i^2$, for the two factors $u_i$ and $v_i$ of step 5; the `simp only` line cancels the square roots using $w_i>0$.

`observable_error` is step 6. In `hmom` the hint to `nlinarith` is the product $(M-A_i)(A_i-m)\ge0$. `hX` records that the excess is nonnegative, which allows the moment to be replaced by its upper bound in the product. The right side is rewritten as a single root $\sqrt{R^2\,b\varepsilon/2}$, and `Real.abs_le_sqrt` reduces the goal to the squared inequality.

### The mean value theorem behind `logGap_nonneg`

Beyond the elementary rules for exponentials, logarithms and roots, the calculus in the file is confined to step 2, and it rests on `exists_hasDerivAt_eq_slope`. Given a function $f$, a candidate derivative $f'$, endpoints $s<t$, continuity of $f$ on the closed interval and `HasDerivAt` with value $f'(y)$ at each interior point $y$, it returns an interior point $y_0$ with $f'(y_0)=(f(t)-f(s))/(t-s)$.

The block `hd` provides the derivative. It builds `HasDerivAt` statements for numerator and denominator by the product rule, combines them with the derivative of the logarithm by the quotient and difference rules, and uses `congr_deriv` to replace the raw expression by $(y-1)^3/(y^2(y+2)^2)$, an identity that `field_simp` and `ring` confirm. The block `hm` applies the theorem on an interval whose left endpoint is positive. That keeps the whole interval away from the singularity at zero, so `hd` also yields the continuity at the endpoints. Monotonicity is never stated. For $x<1$ the interval is $[x,1]$, the slope at $y_0<1$ is nonpositive, and $g(1)-g(x)\le0$. For $x>1$ the interval is $[1,x]$, the slope at $y_0>1$ is nonnegative, and $g(x)-g(1)\ge0$. With `logGap 1 = 0` both give $g(x)\ge0$.

### Zero excess, one state and two states

At $\varepsilon=0$ the right side vanishes. This is `mean_eq_of_le`: if $\mathcal F[p]\le F$, then $\langle A\rangle_p=\langle A\rangle_q$ for every $A$. For a single state, $p=q=1$, $R=0$, and both sides of the bound are zero.

The remarks that follow are ordinary algebra added for orientation and do not appear as theorems in the file. Take two degenerate states labelled $0$ and $1$, so $q=(\tfrac12,\tfrac12)$, with $p=(\tfrac12+\delta,\tfrac12-\delta)$, $|\delta|\le\tfrac12$, and $A=(1,0)$. Then $R=1$, $\Delta=\delta$, and for small $\delta$
$$D=2\delta^2+\tfrac43\delta^4+\dots,\qquad \sqrt{D/2}=|\delta|\bigl(1+\tfrac13\delta^2+\dots\bigr).$$
With $b\varepsilon=D$ the bound matches the error to leading order, so the factor $1/2$ under the root is the smallest constant that works in general. At $\delta=\tfrac12$, where one state is empty, $D=\ln2$ and the bound is about $0.59$ against an error of $0.5$. More generally, choosing $A$ equal to one on a set of states and zero elsewhere bounds the difference of the probabilities of that set by $\sqrt{b\varepsilon/2}$, which is the total-variation form of Pinsker's inequality for Gibbs weights.
